# Truncating the density matrix of a non-interacting metallic chain: small Frobenius error per site, divergent absolute row sum

Take an infinite metallic chain of non-interacting electrons at zero temperature, with the Bloch states of a single band filled up to a Fermi wave vector $k_F$ inside the Brillouin zone. The sharp edge of the filled region makes the density matrix decay slowly, like one over the distance. If a program discards all elements beyond a range $R$, whether the error is small depends on the norm in which it is measured.

## Two norms, two answers

Take an orthonormal basis with one orbital per site, unit lattice spacing and one spin channel. The density matrix element between sites at integer separation $n$ is

$$P(n)=\frac{1}{2\pi}\int_{-k_F}^{k_F}\cos(nq)\,dq .$$

For every $R\ge 1$,

$$\frac{|\sin k_F|\,\ln(R+1)}{2\pi}\;\le\;\sum_{n=1}^{R}|P(n)|\;\le\;\frac{1+\ln R}{\pi},\qquad \sum_{n>R}P(n)^2\le\frac{1}{\pi^2R}.$$

The squared truncation error in one full row is therefore at most $2/(\pi^2R)$. For $0<k_F<\pi$, the sum of the absolute errors in that row is infinite at every $R$. At half filling, $k_F=\pi/2$, the prefactor $|\sin k_F|$ is 1.

## Cutoff radii and error norms in linear-scaling codes

A linear-scaling code that stores density matrix elements only within a cutoff radius relies on the discarded part being small. For this non-interacting chain, the Frobenius error per site, meaning the square root of the summed squared errors in one row, is at most $\sqrt{2/(\pi^2R)}$, so halving this bound takes four times the range. The largest absolute row sum is a cheap upper bound on the spectral norm of a symmetric matrix, but for the truncation error of the infinite chain it is infinite and gives no information.

## From the Bloch average to the bounds

**Closed form.** For $n\neq0$, integration gives

$$P(n)=\frac{\sin(nk_F)-\sin(-nk_F)}{2\pi n}=\frac{\sin(k_Fn)}{\pi n}.$$

**Neighbouring elements.** The subtraction formula gives

$$\sin k_F=\sin(k_F(n+1))\cos(k_Fn)-\cos(k_F(n+1))\sin(k_Fn).$$

Write $s_n=|\sin(k_Fn)|$. Since cosines are at most 1 in magnitude, $|\sin k_F|\le s_n+s_{n+1}$.

**Logarithmic lower bound.** Let $S_R=\sum_{n=1}^R|P(n)|$. Induction on $R$ shows

$$|\sin k_F|\ln(R+1)+\frac{s_R}{R+1}\le 2\pi S_R .$$

At $R=0$ both sides vanish. For the step, $\ln(1+x)\le x$ gives $\ln(R+2)\le\ln(R+1)+\frac1{R+1}$, hence

$$\begin{aligned}
|\sin k_F|\ln(R+2)+\frac{s_{R+1}}{R+2}
&\le|\sin k_F|\ln(R+1)+\frac{|\sin k_F|+s_{R+1}}{R+1}\\
&\le|\sin k_F|\ln(R+1)+\frac{s_R+2s_{R+1}}{R+1}\\
&\le2\pi S_R+\frac{2s_{R+1}}{R+1}=2\pi S_{R+1}.
\end{aligned}$$

Dropping the non-negative term $s_R/(R+1)$ gives the bound.

**Upper bound.** We have $|P(n)|\le1/(\pi n)$, so $S_1\le1/\pi$. Putting $x=R/(R+1)$ in $\ln x\le x-1$ gives $\frac1{R+1}\le\ln(R+1)-\ln R$, which carries the bound from $R$ to $R+1$.

**Squared tail.** For $k\ge2$, $\frac1{k^2}\le\frac1{k-1}-\frac1k$. Therefore

$$\sum_{k=R+1}^{R+N}P(k)^2\le\frac1{\pi^2}\left(\frac1R-\frac1{R+N}\right)\le\frac1{\pi^2R}.$$

This holds for every $N$, so the infinite sum converges and obeys the same bound. Since $P(-n)=P(n)$, a full row has two such tails.

**Divergent row sum.** If the absolute errors had a finite sum, restoring the finitely many retained elements would leave $\sum_{n\ge0}|P(n)|=T$ finite. Then $|\sin k_F|\ln(N+1)\le2\pi T$ for all $N$, which is impossible when $0<k_F<\pi$.

**The shortest range.** At half filling with $R=1$, the retained sum is $1/\pi\approx0.318$, against a lower bound of $\ln2/(2\pi)\approx0.110$. The squared tail is $1/8-1/\pi^2\approx0.024$, against an upper bound of $1/\pi^2\approx0.101$.

## The Lean file

```lean
import Mathlib

open scoped Real

namespace MetallicTruncation

/-- Density matrix element between two sites at separation `n` of a chain whose Bloch states
with wave vector in `[-kF, kF]` are filled. -/
noncomputable def densityElement (kF : ℝ) (n : ℤ) : ℝ :=
  1 / (2 * π) * ∫ q in (-kF)..kF, Real.cos (n * q)

/-- The density matrix truncated at range `R`: elements at separation beyond `R` are dropped. -/
noncomputable def truncated (kF : ℝ) (R : ℕ) (n : ℤ) : ℝ :=
  if |n| ≤ (R : ℤ) then densityElement kF n else 0

/-- At nonzero separation `n` the density matrix element is `sin (kF n) / (π n)`. -/
theorem densityElement_eq (kF : ℝ) (n : ℤ) (hn : n ≠ 0) :
    densityElement kF n = Real.sin (kF * n) / (π * n) := by
  have hn' : (n : ℝ) ≠ 0 := by exact_mod_cast hn
  unfold densityElement
  rw [intervalIntegral.integral_comp_mul_left (fun x => Real.cos x) hn', integral_cos,
    mul_neg, Real.sin_neg, smul_eq_mul, mul_comm kF, sub_neg_eq_add, ← two_mul]
  field_simp

/-- The magnitude of the density matrix element at separation `n ≥ 1`. -/
theorem abs_densityElement (kF : ℝ) (n : ℕ) (hn : n ≠ 0) :
    |densityElement kF n| = |Real.sin (kF * n)| / (π * n) := by
  have hpos : (0 : ℝ) < π * n :=
    mul_pos Real.pi_pos (by exact_mod_cast Nat.pos_of_ne_zero hn)
  rw [densityElement_eq kF (n : ℤ) (by exact_mod_cast hn), Int.cast_natCast, abs_div,
    abs_of_pos hpos]

/-- For all real `kF` and `x`, the magnitudes of `sin (kF x)` and `sin (kF (x + 1))` add up to at
least `|sin kF|`. -/
theorem abs_sin_pair (kF x : ℝ) :
    |Real.sin kF| ≤ |Real.sin (kF * x)| + |Real.sin (kF * (x + 1))| := by
  have h : Real.sin kF = Real.sin (kF * (x + 1)) * Real.cos (kF * x)
      - Real.cos (kF * (x + 1)) * Real.sin (kF * x) := by
    rw [← Real.sin_sub]
    congr 1
    ring
  have h1 : |Real.sin (kF * (x + 1)) * Real.cos (kF * x)| ≤ |Real.sin (kF * (x + 1))| := by
    rw [abs_mul]
    exact mul_le_of_le_one_right (abs_nonneg _) (Real.abs_cos_le_one _)
  have h2 : |Real.cos (kF * (x + 1)) * Real.sin (kF * x)| ≤ |Real.sin (kF * x)| := by
    rw [abs_mul]
    exact mul_le_of_le_one_left (abs_nonneg _) (Real.abs_cos_le_one _)
  have h1' := abs_le.mp h1
  have h2' := abs_le.mp h2
  rw [h]
  exact abs_le.mpr ⟨by linarith [h1'.1, h2'.2], by linarith [h1'.2, h2'.1]⟩

/-- The absolute values of the elements at separations `1 ≤ n ≤ R`, on one side of a site, add up to
at least `|sin kF| ln (R + 1) / (2π)`. -/
theorem log_le_rowSum (kF : ℝ) (R : ℕ) :
    |Real.sin kF| * Real.log (R + 1) / (2 * π)
      ≤ ∑ n ∈ Finset.Icc 1 R, |densityElement kF n| := by
  -- the extra term carries the last sine over to the next pair
  have key : ∀ R : ℕ, |Real.sin kF| * Real.log (R + 1) + |Real.sin (kF * R)| / (R + 1)
      ≤ 2 * π * ∑ n ∈ Finset.Icc 1 R, |densityElement kF n| := by
    intro R
    induction R with
    | zero => simp
    | succ R ih =>
      rw [Finset.sum_Icc_succ_top (by omega), abs_densityElement kF (R + 1) (by omega)]
      push_cast
      have hlog : Real.log ((R : ℝ) + 1 + 1) ≤ Real.log (R + 1) + 1 / ((R : ℝ) + 1) := by
        have h := Real.log_le_sub_one_of_pos
          (show 0 < ((R : ℝ) + 1 + 1) / (R + 1) by positivity)
        rw [Real.log_div (by positivity) (by positivity), add_div,
          div_self (by positivity)] at h
        linarith
      have h1 := mul_le_mul_of_nonneg_left hlog (abs_nonneg (Real.sin kF))
      rw [mul_add, mul_one_div] at h1
      have h2 := div_le_div_of_nonneg_right (abs_sin_pair kF R)
        (show (0 : ℝ) ≤ (R : ℝ) + 1 by positivity)
      rw [add_div] at h2
      have h3 : |Real.sin (kF * ((R : ℝ) + 1))| / ((R : ℝ) + 1 + 1)
          ≤ |Real.sin (kF * ((R : ℝ) + 1))| / ((R : ℝ) + 1) :=
        div_le_div_of_nonneg_left (abs_nonneg _) (by positivity) (by linarith)
      have h4 : 2 * π * (|Real.sin (kF * ((R : ℝ) + 1))| / (π * ((R : ℝ) + 1)))
          = 2 * (|Real.sin (kF * ((R : ℝ) + 1))| / ((R : ℝ) + 1)) := by
        field_simp
      rw [mul_add (2 * π), h4]
      linarith
  have h0 : 0 ≤ |Real.sin (kF * R)| / ((R : ℝ) + 1) := by positivity
  rw [div_le_iff₀ Real.two_pi_pos]
  linarith [key R]

/-- For `R ≥ 1`, the absolute values of the elements at separations `1 ≤ n ≤ R`, on one side of a
site, add up to at most `(1 + ln R) / π`. -/
theorem rowSum_le_log (kF : ℝ) (R : ℕ) (hR : 1 ≤ R) :
    ∑ n ∈ Finset.Icc 1 R, |densityElement kF n| ≤ (1 + Real.log R) / π := by
  have decay : ∀ n : ℕ, n ≠ 0 → |densityElement kF n| ≤ 1 / (n : ℝ) / π := by
    intro n hn
    rw [abs_densityElement kF n hn, div_div, mul_comm (n : ℝ) π]
    exact div_le_div_of_nonneg_right (Real.abs_sin_le_one _) (by positivity)
  induction R, hR using Nat.le_induction with
  | base => simpa using decay 1 one_ne_zero
  | succ R hR ih =>
    have hR0 : (0 : ℝ) < R := by exact_mod_cast hR
    rw [Finset.sum_Icc_succ_top (by omega)]
    have b := decay (R + 1) (by omega)
    have e : (R : ℝ) / (R + 1) = 1 - 1 / ((R : ℝ) + 1) := by
      rw [eq_sub_iff_add_eq, ← add_div, div_self (by positivity)]
    have h := Real.log_le_sub_one_of_pos (show 0 < (R : ℝ) / (R + 1) by positivity)
    rw [Real.log_div (by positivity) (by positivity), e] at h
    have h5 : (1 + Real.log R + 1 / ((R : ℝ) + 1)) / π ≤ (1 + Real.log ((R : ℝ) + 1)) / π :=
      div_le_div_of_nonneg_right (by linarith) Real.pi_pos.le
    rw [add_div] at h5
    push_cast at b ⊢
    linarith

/-- The squared elements beyond range `R ≥ 1`, on one side of a site, have a convergent sum
of at most `1 / (π² R)`. -/
theorem sq_tail_le (kF : ℝ) (R : ℕ) (hR : 1 ≤ R) :
    Summable (fun m : ℕ => densityElement kF ((m + (R + 1) : ℕ) : ℤ) ^ 2) ∧
      ∑' m : ℕ, densityElement kF ((m + (R + 1) : ℕ) : ℤ) ^ 2 ≤ 1 / (π ^ 2 * R) := by
  have hR0 : (0 : ℝ) < R := by exact_mod_cast hR
  -- telescoping bound on the partial sums
  have key : ∀ N : ℕ, ∑ m ∈ Finset.range N, densityElement kF ((m + (R + 1) : ℕ) : ℤ) ^ 2
      ≤ 1 / π ^ 2 * (1 / R - 1 / ((R : ℝ) + N)) := by
    intro N
    induction N with
    | zero => simp
    | succ N ih =>
      have hx : (0 : ℝ) < (R : ℝ) + N := by positivity
      have h1 : 1 / ((R : ℝ) + N + 1) ^ 2 ≤ 1 / ((R : ℝ) + N) - 1 / ((R : ℝ) + N + 1) := by
        rw [div_sub_div _ _ (by positivity) (by positivity),
          div_le_div_iff₀ (by positivity) (by positivity)]
        nlinarith
      have h2 : densityElement kF ((N + (R + 1) : ℕ) : ℤ) ^ 2
          ≤ 1 / π ^ 2 * (1 / ((R : ℝ) + N + 1) ^ 2) := by
        rw [← sq_abs, abs_densityElement kF (N + (R + 1)) (by omega), div_pow, sq_abs,
          one_div_mul_one_div, ← mul_pow,
          show ((N + (R + 1) : ℕ) : ℝ) = (R : ℝ) + N + 1 by push_cast; ring]
        exact div_le_div_of_nonneg_right (Real.sin_sq_le_one _) (by positivity)
      have h3 := mul_le_mul_of_nonneg_left h1 (show 0 ≤ 1 / π ^ 2 by positivity)
      rw [Finset.sum_range_succ,
        show (R : ℝ) + ((N + 1 : ℕ) : ℝ) = (R : ℝ) + N + 1 by push_cast; ring]
      linarith
  have bound : ∀ N : ℕ, ∑ m ∈ Finset.range N,
      densityElement kF ((m + (R + 1) : ℕ) : ℤ) ^ 2 ≤ 1 / (π ^ 2 * R) := by
    intro N
    have h : 0 ≤ 1 / π ^ 2 * (1 / ((R : ℝ) + N)) := by positivity
    rw [← one_div_mul_one_div]
    linarith [key N]
  exact ⟨summable_of_sum_range_le (fun _ => sq_nonneg _) bound,
    Real.tsum_le_of_sum_range_le (fun _ => sq_nonneg _) bound⟩

/-- Truncation at range `R ≥ 1` makes a squared Frobenius error per site, summed over all
separations in a row, of at most `2 / (π² R)`. -/
theorem frobenius_error_le (kF : ℝ) (R : ℕ) (hR : 1 ≤ R) :
    Summable (fun n : ℤ => (densityElement kF n - truncated kF R n) ^ 2) ∧
      ∑' n : ℤ, (densityElement kF n - truncated kF R n) ^ 2 ≤ 2 / (π ^ 2 * R) := by
  obtain ⟨hs, hle⟩ := sq_tail_le kF R hR
  obtain ⟨g, hg⟩ : ∃ g : ℤ → ℝ,
      g = fun n : ℤ => (densityElement kF n - truncated kF R n) ^ 2 := ⟨_, rfl⟩
  rw [← hg]
  have inner : ∀ n : ℕ, n ≤ R → g n = 0 := by
    intro n h
    have h' : |(n : ℤ)| ≤ (R : ℤ) := by rw [Nat.abs_cast]; omega
    simp only [hg, truncated, if_pos h']
    ring
  have outer : ∀ n : ℕ, R < n → g n = densityElement kF n ^ 2 := by
    intro n h
    have h' : ¬ |(n : ℤ)| ≤ (R : ℤ) := by rw [Nat.abs_cast]; omega
    simp only [hg, truncated, if_neg h', sub_zero]
  have even : ∀ n : ℤ, g (-n) = g n := by
    intro n
    have h : densityElement kF (-n) = densityElement kF n := by simp [densityElement]
    simp only [hg, truncated, abs_neg, h]
  -- separations to the right, then to the left
  have h1 : HasSum (fun n : ℕ => g n)
      (∑' m : ℕ, densityElement kF ((m + (R + 1) : ℕ) : ℤ) ^ 2) := by
    have hz : ∑ i ∈ Finset.range (R + 1), g (i : ℤ) = 0 :=
      Finset.sum_eq_zero fun i hi => inner i (by have := Finset.mem_range.mp hi; omega)
    have e : (fun m : ℕ => g ((m + (R + 1) : ℕ) : ℤ))
        = fun m : ℕ => densityElement kF ((m + (R + 1) : ℕ) : ℤ) ^ 2 :=
      funext fun m => outer (m + (R + 1)) (by omega)
    have ht : HasSum (fun m : ℕ => g ((m + (R + 1) : ℕ) : ℤ))
        (∑' m : ℕ, densityElement kF ((m + (R + 1) : ℕ) : ℤ) ^ 2) := by
      rw [e]
      exact hs.hasSum
    have h := (hasSum_nat_add_iff (f := fun n : ℕ => g n) (R + 1)).mp ht
    simpa only [hz, add_zero] using h
  have h2 : HasSum (fun n : ℕ => g (-((n : ℤ) + 1)))
      (∑' m : ℕ, densityElement kF ((m + (R + 1) : ℕ) : ℤ) ^ 2) := by
    have e : (fun n : ℕ => g (-((n : ℤ) + 1))) = fun n : ℕ => g ((n + 1 : ℕ) : ℤ) :=
      funext fun n => by rw [even, Nat.cast_add, Nat.cast_one]
    rw [e]
    refine (hasSum_nat_add_iff (f := fun n : ℕ => g n) 1).mpr ?_
    rw [Finset.sum_range_one, inner 0 (Nat.zero_le R), add_zero]
    exact h1
  have h := HasSum.of_nat_of_neg_add_one h1 h2
  refine ⟨h.summable, ?_⟩
  rw [h.tsum_eq, show 2 / (π ^ 2 * (R : ℝ)) = 1 / (π ^ 2 * R) + 1 / (π ^ 2 * R) by ring]
  exact add_le_add hle hle

/-- For a partly filled band, `0 < kF < π`, the absolute row sum of the truncation error
diverges at every range `R`. -/
theorem rowSum_error_diverges (kF : ℝ) (h0 : 0 < kF) (hpi : kF < π) (R : ℕ) :
    ¬ Summable (fun n : ℤ => |densityElement kF n - truncated kF R n|) := by
  intro h
  have h1 := h.comp_injective (Nat.cast_injective (R := ℤ))
  have h2 := (summable_nat_add_iff (R + 1)).mpr h1
  have h3 : Summable (fun m : ℕ => |densityElement kF ((m + (R + 1) : ℕ) : ℤ)|) := by
    refine (summable_congr fun m => ?_).mp h2
    have h' : ¬ |((m + (R + 1) : ℕ) : ℤ)| ≤ (R : ℤ) := by rw [Nat.abs_cast]; omega
    simp only [Function.comp_apply, truncated, if_neg h', sub_zero]
  -- restoring finitely many elements keeps the sum finite, against the logarithmic growth
  have h4 := (summable_nat_add_iff (f := fun n : ℕ => |densityElement kF n|) (R + 1)).mp h3
  obtain ⟨T, hT⟩ : ∃ T : ℝ, T = ∑' n : ℕ, |densityElement kF n| := ⟨_, rfl⟩
  have hs : 0 < |Real.sin kF| := abs_pos.mpr (Real.sin_pos_of_pos_of_lt_pi h0 hpi).ne'
  obtain ⟨N, hN⟩ := exists_nat_gt (Real.exp (T * (2 * π) / |Real.sin kF|))
  have h5 : T * (2 * π) / |Real.sin kF| < Real.log ((N : ℝ) + 1) :=
    (Real.lt_log_iff_exp_lt (by positivity)).mpr (by linarith)
  have h6 := log_le_rowSum kF N
  have h7 : ∑ n ∈ Finset.Icc 1 N, |densityElement kF n| ≤ T := by
    rw [hT]
    exact h4.sum_le_tsum (Finset.Icc 1 N) (fun _ _ => abs_nonneg _)
  rw [div_lt_iff₀ hs] at h5
  have h8 := (div_le_iff₀ Real.two_pi_pos).mp (h6.trans h7)
  linarith

/-- Half filling, `R ≥ 1`: the sum of `|sin (π n / 2) / (π n)|` over `1 ≤ n ≤ R` is at least
`ln (R + 1) / (2π)`, while the squares over `n > R` have a convergent sum of at most
`1 / (π² R)`. -/
theorem half_filled_truncation (R : ℕ) (hR : 1 ≤ R) :
    Real.log (R + 1) / (2 * π)
        ≤ ∑ n ∈ Finset.Icc 1 R, |Real.sin (π * (n : ℝ) / 2) / (π * (n : ℝ))| ∧
      Summable (fun m : ℕ => (Real.sin (π * ((m + (R + 1) : ℕ) : ℝ) / 2)
        / (π * ((m + (R + 1) : ℕ) : ℝ))) ^ 2) ∧
      ∑' m : ℕ, (Real.sin (π * ((m + (R + 1) : ℕ) : ℝ) / 2)
        / (π * ((m + (R + 1) : ℕ) : ℝ))) ^ 2 ≤ 1 / (π ^ 2 * R) := by
  have e : ∀ n : ℕ, n ≠ 0 →
      densityElement (π / 2) n = Real.sin (π * (n : ℝ) / 2) / (π * (n : ℝ)) := by
    intro n hn
    rw [densityElement_eq (π / 2) (n : ℤ) (by exact_mod_cast hn), Int.cast_natCast,
      show π / 2 * (n : ℝ) = π * n / 2 by ring]
  constructor
  · have h := log_le_rowSum (π / 2) R
    rw [Real.sin_pi_div_two, abs_one, one_mul] at h
    refine h.trans_eq (Finset.sum_congr rfl fun n hn => ?_)
    rw [e n (by have := Finset.mem_Icc.mp hn; omega)]
  · have h := sq_tail_le (π / 2) R hR
    have e2 : (fun m : ℕ => densityElement (π / 2) ((m + (R + 1) : ℕ) : ℤ) ^ 2)
        = fun m : ℕ => (Real.sin (π * ((m + (R + 1) : ℕ) : ℝ) / 2)
          / (π * ((m + (R + 1) : ℕ) : ℝ))) ^ 2 :=
      funext fun m => by rw [e (m + (R + 1)) (by omega)]
    rw [e2] at h
    exact h

end MetallicTruncation
```

```lean
#print axioms MetallicTruncation.rowSum_le_log
#print axioms MetallicTruncation.frobenius_error_le
#print axioms MetallicTruncation.rowSum_error_diverges
#print axioms MetallicTruncation.half_filled_truncation
```

```
'MetallicTruncation.rowSum_le_log' depends on axioms: [propext, Classical.choice, Quot.sound]
'MetallicTruncation.frobenius_error_le' depends on axioms: [propext, Classical.choice, Quot.sound]
'MetallicTruncation.rowSum_error_diverges' depends on axioms: [propext, Classical.choice, Quot.sound]
'MetallicTruncation.half_filled_truncation' depends on axioms: [propext, Classical.choice, Quot.sound]
```

## Reading the theorems and their reach

`densityElement kF n` is $P(n)$, with `n` an integer separation, and `truncated kF R n` keeps it when $|n|\le R$ and sets it to zero otherwise. Every row of a translation-invariant matrix has the same entries up to a shift, so the sum over `n : ℤ` in `frobenius_error_le` is the squared Frobenius error per site. In `sq_tail_le` the separation is `m + (R + 1)` with $m\ge0$, which runs over all $n>R$. `Summable` is stated beside each bound on an infinite sum because Lean gives a non-summable series the value zero. In `rowSum_error_diverges`, `¬ Summable` means divergence to infinity, since the terms are non-negative.

`densityElement_eq` evaluates the integral and `abs_sin_pair` is the neighbour inequality. Inside `log_le_rowSum`, `key` is the induction above: `hlog` is the logarithm step, `h2` inserts the neighbour inequality, and `linarith` adds the pieces. `rowSum_le_log` is the upper induction. In `sq_tail_le`, `key` is the telescoping estimate.

For the full row, `inner`, `outer` and `even` say that the error vanishes within range, equals $P(n)$ beyond it, and is symmetric; these are stated for its square `g`. `HasSum.of_nat_of_neg_add_one` then joins the two halves. The divergence proof picks $N$ above $\exp(2\pi T/|\sin k_F|)$ to contradict the logarithmic bound. `half_filled_truncation` sets $k_F=\pi/2$ and rewrites the elements explicitly.

The filled interval $[-k_F,k_F]$ is built into the definition and stands for a zero-temperature Fermi sea; no Hamiltonian is diagonalised. The bounds hold for any real `kF`, but the physical range is $0\le k_F\le\pi$. At either end of that range all off-diagonal elements vanish, so truncation makes no error.

The model has no interactions, disorder or temperature, and it is one-dimensional and infinite. In a finite system every row sum is finite, so the divergence describes the infinite chain. Truncation here means setting elements to zero, with no later step to restore idempotency.
